# An ANNNI ring with $J_1\ge 0$ and $4\mid N$ has ground-state energy $N\min(J_2-J_1,-J_2)$

Put four spins $s_i=\pm1$ on a ring, with indices modulo 4 and energy

$$E=-J_1\sum_i s_is_{i+1}+J_2\sum_i s_is_{i+2}.$$

At this size the second sum counts each diagonal pair twice. The state $++++$ has energy $4(J_2-J_1)$, and $++--$ has $-4J_2$. To see that nothing lies lower, share each nearest-neighbour bond equally between the two triples of consecutive spins that contain it. A triple then has energy

$$e(a,b,c)=-\tfrac{J_1}{2}(ab+bc)+J_2\,ac .$$

Up to a global flip, its values are

- $+++$: $J_2-J_1$
- $++-$ and $+--$: $-J_2$
- $+-+$: $J_1+J_2$

If $J_1\ge0$, the last value is never below the first, so $e\ge m:=\min(J_2-J_1,-J_2)$. Summing four triples gives $E\ge 4m$, and one of the two states reaches it.

This is the axial next-nearest-neighbour Ising (ANNNI) model in one dimension. Read as a cluster expansion of a binary alloy, it is a ground-state search with two pair interactions, no field and no composition constraint.

## Spins of fixed length

`IsIsing` restricts a real function on the sites `ZMod N` to the values $\pm1$. The table above needs this, and the proofs use it whenever they split on the values of spins. With unrestricted real spins, scaling a state by $\lambda$ multiplies its energy by $\lambda^2$. For positive $N$ divisible by four and $J_2>0$, the repeated pattern $++--$ has negative energy, so there would be no minimum.

```lean
import Mathlib

open Finset

namespace ANNNIRing

noncomputable section

variable {N : ℕ}

/-- An Ising configuration on the ring of `N` sites: every spin is `+1` or `-1`. -/
def IsIsing (s : ZMod N → ℝ) : Prop := ∀ i, s i = 1 ∨ s i = -1
```

## A length that fits the period-four state

The hypothesis `h4 : 4 ∣ N` lets the pattern $++--$ close on itself. In Lean it makes the residue of a site modulo 4 well defined. `tripleEnergy` is $e$, and `upUpDownDown_spec` checks by residues that the state is Ising and obeys $s_{i+2}=-s_i$.

```lean
/-- The two-up two-down state on a ring whose length is a multiple of four: spins are up on
sites `0, 1` modulo `4` and down on the others. -/
def upUpDownDown (h4 : 4 ∣ N) (i : ZMod N) : ℝ :=
  if ZMod.castHom h4 (ZMod 4) i = 0 ∨ ZMod.castHom h4 (ZMod 4) i = 1 then 1 else -1

/-- The energy of three consecutive spins `a, b, c`: half of each nearest-neighbour bond and
the whole next-nearest-neighbour bond. -/
def tripleEnergy (J₁ J₂ a b c : ℝ) : ℝ := -(J₁ / 2) * (a * b + b * c) + J₂ * (a * c)

/-- The two-up two-down state is an Ising configuration, and translation by two sites reverses
all its spins. -/
theorem upUpDownDown_spec (h4 : 4 ∣ N) :
    IsIsing (upUpDownDown h4) ∧ ∀ i, upUpDownDown h4 (i + 2) = -upUpDownDown h4 i := by
  have key : ∀ k : ZMod 4, (k + 2 = 0 ∨ k + 2 = 1) ↔ ¬(k = 0 ∨ k = 1) := by decide
  constructor
  · intro i
    by_cases h : ZMod.castHom h4 (ZMod 4) i = 0 ∨ ZMod.castHom h4 (ZMod 4) i = 1
    · exact Or.inl (if_pos h)
    · exact Or.inr (if_neg h)
  · intro i
    simp only [upUpDownDown, map_add, map_ofNat]
    by_cases h : ZMod.castHom h4 (ZMod 4) i = 0 ∨ ZMod.castHom h4 (ZMod 4) i = 1
    · rw [if_neg (fun h' => (key _).1 h' h), if_pos h]
    · rw [if_pos ((key _).2 h), if_neg h, neg_neg]
```

The lower bound $E\ge Nm$ does not use divisibility; attainment does when $J_1<2J_2$. Reversal under a two-site shift forces $4\mid N$: $N$ such shifts return to the start with sign $(-1)^N$, so $N$ is even, and then $N/2$ shifts already return, so $N/2$ is even too.

## Nearest neighbours that do not favour antiparallel spins

The condition $J_1\ge0$ enters the bound only through $J_1+J_2\ge J_2-J_1$. `tripleEnergy_ge` checks all eight sign choices with `linarith`. For $J_1<0$ and $J_1<-2J_2$, the alternating state, with energy $J_1+J_2$ per site, lies below $m$ per site. The sign of $J_2$ is free; within $J_1\ge0$, the two couplings compete when both are positive.

```lean
/-- For `J₁ ≥ 0`, three consecutive Ising spins have energy at least
`min (J₂ - J₁) (-J₂)`. -/
theorem tripleEnergy_ge {J₁ J₂ a b c : ℝ} (hJ : 0 ≤ J₁) (ha : a = 1 ∨ a = -1)
    (hb : b = 1 ∨ b = -1) (hc : c = 1 ∨ c = -1) :
    min (J₂ - J₁) (-J₂) ≤ tripleEnergy J₁ J₂ a b c := by
  have h1 := min_le_left (J₂ - J₁) (-J₂)
  have h2 := min_le_right (J₂ - J₁) (-J₂)
  unfold tripleEnergy
  rcases ha with rfl | rfl <;> rcases hb with rfl | rfl <;> rcases hc with rfl | rfl <;>
    linarith
```

## A finite ring without ends

`NeZero N` excludes $N=0$, for which `ZMod N` would be the infinite set of integers. Periodicity gives $\sum_i s_{i+1}s_{i+2}=\sum_i s_is_{i+1}$ by relabelling, hence

$$\sum_i e(s_i,s_{i+1},s_{i+2})=-\tfrac{J_1}{2}\cdot2\sum_i s_is_{i+1}+J_2\sum_i s_is_{i+2}=E .$$

This is `energy_eq_sum_triple`, with the relabelling in `shift`. On an open chain the end bonds would belong to only one triple and need separate treatment.

If every triple has energy at least $c$, then $E-Nc$ is a sum of non-negative terms and vanishes only when each term does: `energy_eq_iff`. For a state with $s_{i+2}=-s_i$, the two bond terms in $e$ cancel, leaving $-J_2$ per triple: `energy_of_reversed`.

```lean
variable [NeZero N]

/-- The ANNNI energy on a periodic ring,
`-J₁ ∑ s_i s_(i+1) + J₂ ∑ s_i s_(i+2)`. -/
def annniEnergy (J₁ J₂ : ℝ) (s : ZMod N → ℝ) : ℝ :=
  -J₁ * ∑ i, s i * s (i + 1) + J₂ * ∑ i, s i * s (i + 2)

/-- The ANNNI energy is the sum of the energies of all triples of consecutive spins. -/
theorem energy_eq_sum_triple (J₁ J₂ : ℝ) (s : ZMod N → ℝ) :
    annniEnergy J₁ J₂ s = ∑ i, tripleEnergy J₁ J₂ (s i) (s (i + 1)) (s (i + 2)) := by
  -- translation by one site leaves the nearest-neighbour sum unchanged
  have shift : ∑ i, s (i + 1) * s (i + 2) = ∑ i, s i * s (i + 1) := by
    refine Eq.trans ?_
      (Equiv.sum_comp (Equiv.addRight (1 : ZMod N)) (fun i => s i * s (i + 1)))
    refine Finset.sum_congr rfl fun i _ => ?_
    have h : i + 1 + 1 = i + 2 := by ring
    simp only [Equiv.coe_addRight, h]
  simp only [annniEnergy, tripleEnergy, Finset.sum_add_distrib, ← Finset.mul_sum, shift]
  ring

/-- If no triple has energy below `c`, then the ring has energy `N c` exactly when every triple
has energy `c`. -/
theorem energy_eq_iff {J₁ J₂ c : ℝ} {s : ZMod N → ℝ}
    (h : ∀ i, c ≤ tripleEnergy J₁ J₂ (s i) (s (i + 1)) (s (i + 2))) :
    annniEnergy J₁ J₂ s = N * c ↔
      ∀ i, tripleEnergy J₁ J₂ (s i) (s (i + 1)) (s (i + 2)) = c := by
  have hc : (N : ℝ) * c = ∑ _i : ZMod N, c := by
    rw [Finset.sum_const, Finset.card_univ, ZMod.card, nsmul_eq_mul]
  rw [energy_eq_sum_triple, hc]
  constructor
  · intro H i
    exact ((Finset.sum_eq_sum_iff_of_le (fun i _ => h i)).1 H.symm i (mem_univ i)).symm
  · intro H
    exact Finset.sum_congr rfl fun i _ => H i

/-- An Ising configuration whose spins are all reversed by translation by two sites has energy
`-J₂` per site. -/
theorem energy_of_reversed {s : ZMod N → ℝ} (J₁ J₂ : ℝ) (hs : IsIsing s)
    (H : ∀ i, s (i + 2) = -s i) : annniEnergy J₁ J₂ s = N * -J₂ := by
  have t : ∀ i, tripleEnergy J₁ J₂ (s i) (s (i + 1)) (s (i + 2)) = -J₂ := by
    intro i
    rcases hs i with h | h <;> simp only [tripleEnergy, H i, h] <;> ring
  exact (energy_eq_iff fun i => (t i).ge).2 t
```

In the main theorem, `IsLeast` says that $Nm$ is the energy of some Ising configuration and that none has less. The second conclusion names the ferromagnet or the two-up two-down state as attaining it. The proof compares $J_2-J_1$ with $-J_2$ to choose the state, then sums the triple bound.

```lean
/-- Ground-state energy of the ANNNI ring: for `J₁ ≥ 0` and positive `N` divisible by four, the
minimum over Ising configurations is `N min (J₂ - J₁) (-J₂)`, and the ferromagnetic or the
two-up two-down state attains it. -/
theorem annni_ground_energy (h4 : 4 ∣ N) {J₁ : ℝ} (J₂ : ℝ) (hJ : 0 ≤ J₁) :
    IsLeast (annniEnergy J₁ J₂ '' {s : ZMod N → ℝ | IsIsing s})
        (N * min (J₂ - J₁) (-J₂)) ∧
      (annniEnergy J₁ J₂ (fun _ : ZMod N => 1) = N * min (J₂ - J₁) (-J₂) ∨
        annniEnergy J₁ J₂ (upUpDownDown h4) = N * min (J₂ - J₁) (-J₂)) := by
  obtain ⟨hI, hR⟩ := upUpDownDown_spec h4
  have ferro : annniEnergy J₁ J₂ (fun _ : ZMod N => 1) = N * (J₂ - J₁) := by
    have t : ∀ _i : ZMod N, tripleEnergy J₁ J₂ 1 1 1 = J₂ - J₁ := by
      intro _
      unfold tripleEnergy
      ring
    exact (energy_eq_iff fun i => (t i).ge).2 t
  -- whichever of the two states is lower reaches the bound
  have att : annniEnergy J₁ J₂ (fun _ : ZMod N => 1) = N * min (J₂ - J₁) (-J₂) ∨
      annniEnergy J₁ J₂ (upUpDownDown h4) = N * min (J₂ - J₁) (-J₂) := by
    rcases le_total (J₂ - J₁) (-J₂) with h | h
    · left
      rw [min_eq_left h, ferro]
    · right
      rw [min_eq_right h, energy_of_reversed J₁ J₂ hI hR]
  refine ⟨⟨?_, ?_⟩, att⟩
  · rcases att with h | h
    · exact ⟨_, fun _ => Or.inl rfl, h⟩
    · exact ⟨_, hI, h⟩
  · -- the bound on triples, summed around the ring
    rintro _ ⟨s, hs, rfl⟩
    have h := Finset.card_nsmul_le_sum Finset.univ
      (fun i => tripleEnergy J₁ J₂ (s i) (s (i + 1)) (s (i + 2))) (min (J₂ - J₁) (-J₂))
      (fun i _ => tripleEnergy_ge hJ (hs i) (hs (i + 1)) (hs (i + 2)))
    rw [Finset.card_univ, ZMod.card, nsmul_eq_mul] at h
    rw [energy_eq_sum_triple]
    exact h
```

## Strict inequalities that select the ground states

The next theorems hold for every $N>0$ and identify the configurations whose energy equals the bound. By the termwise argument, each triple must take the lowest value in the table.

- For $J_1>0$ and $J_1>2J_2$, only $+++$ and its flip qualify, so the state is uniform. At $J_1=0$, $J_2<0$, the alternating state on an even ring would tie.
- For $0\le J_1<2J_2$, the outer spins of each triple must be opposite, so $s_{i+2}=-s_i$. When $4\mid N$, choosing $s_0,s_1$ gives the four translates of $++--$, even in the limiting case $J_1=0$.
- For $J_1=2J_2>0$, only $+-+$ and its flip are excluded, so every spin is parallel to at least one neighbour. If $J_2$ were zero, every configuration would have energy zero.

The Lean proofs insert the spin values into the triple equation and let `linarith` discard the impossible cases.

```lean
/-- For `J₁ > 0` and `J₁ > 2 J₂`, an Ising configuration has energy `J₂ - J₁` per site exactly
when all neighbouring spins are parallel. -/
theorem ferromagnetic_phase {J₁ J₂ : ℝ} (hJ : 0 < J₁) (h : 2 * J₂ < J₁)
    {s : ZMod N → ℝ} (hs : IsIsing s) :
    annniEnergy J₁ J₂ s = N * (J₂ - J₁) ↔ ∀ i, s (i + 1) = s i := by
  have bound : ∀ i, J₂ - J₁ ≤ tripleEnergy J₁ J₂ (s i) (s (i + 1)) (s (i + 2)) := by
    intro i
    have hb := tripleEnergy_ge (J₂ := J₂) hJ.le (hs i) (hs (i + 1)) (hs (i + 2))
    rwa [min_eq_left (by linarith)] at hb
  rw [energy_eq_iff bound]
  constructor
  · intro H i
    have e := H i
    unfold tripleEnergy at e
    rcases hs i with h0 | h0 <;> rcases hs (i + 1) with h1 | h1 <;>
      rcases hs (i + 2) with h2 | h2 <;> rw [h0, h1, h2] at e <;> linarith
  · intro H i
    have h2 : s (i + 2) = s (i + 1) := by
      have e := H (i + 1)
      rwa [show i + 1 + 1 = i + 2 by ring] at e
    rcases hs i with h0 | h0 <;> simp only [tripleEnergy, h2, H i, h0] <;> ring

/-- For `0 ≤ J₁ < 2 J₂`, an Ising configuration has energy `-J₂` per site exactly when
translation by two sites reverses every spin. -/
theorem two_two_phase {J₁ J₂ : ℝ} (hJ : 0 ≤ J₁) (h : J₁ < 2 * J₂)
    {s : ZMod N → ℝ} (hs : IsIsing s) :
    annniEnergy J₁ J₂ s = N * -J₂ ↔ ∀ i, s (i + 2) = -s i := by
  refine ⟨fun E i => ?_, energy_of_reversed J₁ J₂ hs⟩
  have bound : ∀ i, -J₂ ≤ tripleEnergy J₁ J₂ (s i) (s (i + 1)) (s (i + 2)) := by
    intro i
    have hb := tripleEnergy_ge (J₂ := J₂) hJ (hs i) (hs (i + 1)) (hs (i + 2))
    rwa [min_eq_right (by linarith)] at hb
  have e := (energy_eq_iff bound).1 E i
  unfold tripleEnergy at e
  rcases hs i with h0 | h0 <;> rcases hs (i + 1) with h1 | h1 <;>
    rcases hs (i + 2) with h2 | h2 <;> rw [h0, h1, h2] at e <;> linarith

/-- At the multiphase point `J₁ = 2 J₂ > 0`, an Ising configuration has energy `-J₂` per site
exactly when every spin is parallel to at least one of its two neighbours. -/
theorem multiphase_point {J₂ : ℝ} (hJ : 0 < J₂) {s : ZMod N → ℝ} (hs : IsIsing s) :
    annniEnergy (2 * J₂) J₂ s = N * -J₂ ↔
      ∀ i, s (i + 1) = s i ∨ s (i + 1) = s (i + 2) := by
  have bound : ∀ i, -J₂ ≤ tripleEnergy (2 * J₂) J₂ (s i) (s (i + 1)) (s (i + 2)) := by
    intro i
    have hb := tripleEnergy_ge (J₁ := 2 * J₂) (J₂ := J₂) (by linarith)
      (hs i) (hs (i + 1)) (hs (i + 2))
    rwa [min_eq_right (by linarith)] at hb
  rw [energy_eq_iff bound]
  constructor
  · intro H i
    have e := H i
    unfold tripleEnergy at e
    -- the middle spin agrees with the left one, or with the right one, or costs energy
    rcases hs i with h0 | h0 <;> rcases hs (i + 1) with h1 | h1 <;>
      rcases hs (i + 2) with h2 | h2 <;> rw [h0, h1, h2] at e <;>
      first
        | exact Or.inl (by linarith)
        | exact Or.inr (by linarith)
  · intro H i
    rcases H i with h | h <;> rcases hs i with h0 | h0 <;> rcases hs (i + 2) with h2 | h2 <;>
      simp only [tripleEnergy, h, h0, h2] <;> ring

end

end ANNNIRing
```

```lean
#print axioms ANNNIRing.annni_ground_energy
-- 'ANNNIRing.annni_ground_energy' depends on axioms: [propext, Classical.choice, Quot.sound]
#print axioms ANNNIRing.ferromagnetic_phase
-- 'ANNNIRing.ferromagnetic_phase' depends on axioms: [propext, Classical.choice, Quot.sound]
#print axioms ANNNIRing.two_two_phase
-- 'ANNNIRing.two_two_phase' depends on axioms: [propext, Classical.choice, Quot.sound]
#print axioms ANNNIRing.multiphase_point
-- 'ANNNIRing.multiphase_point' depends on axioms: [propext, Classical.choice, Quot.sound]
```
